# Subadditivity of the Seidl–Perdew–Levy interpolation for fragments with additive ingredients

## The reference energy in a binding curve

To obtain a binding energy, one subtracts the energies of the isolated fragments from the energy of the complex. This puts the zero of the binding curve at infinite separation only if the method gives two distant fragments the sum of their separate energies. The Seidl–Perdew–Levy interpolation can fail this test even when all its ingredients pass it. For two fragments with additive ingredients, the results below say exactly when it fails and in which direction.

The interpolation models the adiabatic-connection integrand, whose average over the coupling strength $\lambda$ from 0 to 1 is the exchange–correlation energy. It has three ingredients: the value $W$ at zero coupling (exact exchange), the initial slope $D$ (twice the second-order Görling–Levy correlation energy) and the strong-coupling limit $w$. The model integrand is

$$W_\lambda = w + \frac{W-w}{\sqrt{1+2\lambda(-D)/(W-w)}} .$$

Put $z=W-w$ and $s=-D$. The conditions $z>0$ and $s\ge 0$ say that the strong-coupling limit lies below the exchange value and that the integrand does not rise initially. A one-electron fragment with exact ingredients has $z=0$ and is not covered by the results below.

## From the integrand to the excess energy

Let $r=\sqrt{1+2s/z}$, so that $z(r^2-1)=2s$. For $s>0$,

$$\int_0^1\frac{z\,d\lambda}{\sqrt{1+2\lambda s/z}}=\frac{z^2}{s}(r-1)=\frac{2z}{1+r},$$

where the last step uses $(r-1)(r+1)=2s/z$. For $s=0$ the integrand is the constant $z$, and the formula also gives $z$. The energy is therefore $w+F(z,s)$ with $F(z,s)=2z/(1+r)$.

## What is proved about fragments

Take a finite, non-empty family of fragments with $z_i>0$ and $s_i\ge0$, and let $Z=\sum_i z_i$ and $S=\sum_i s_i$. Then

$$F(Z,S)\le\sum_i F(z_i,s_i),$$

with equality exactly when all ratios $s_i/z_i$ agree. For two fragments, the interpolated energy of the whole lies strictly below the sum of the fragment energies if and only if $D_1/(W_1-w_1)\ne D_2/(W_2-w_2)$.

## An exact formula for the error

Choose any reference root $R>0$ and define the linear function

$$L_R(z,s)=z\left[\frac{2}{1+R}+\frac{R^2-1}{(1+R)^2R}\right]-\frac{2s}{(1+R)^2R}.$$

Substituting $2s=z(r^2-1)$ gives

$$\frac{F-L_R}{z}=\frac{2(R-r)}{(1+r)(1+R)}-\frac{(R-r)(R+r)}{(1+R)^2R}.$$

Over the common denominator $(1+r)(1+R)^2R$, the numerator is $(R-r)$ times

$$2R(1+R)-(R+r)(1+r)=(R-r)(1+r+2R).$$

Hence $F=L_R+zP(r,R)$, with the penalty

$$P(r,R)=\frac{(r-R)^2(1+r+2R)}{(1+r)(1+R)^2R}\ge0,$$

which vanishes only at $r=R$.

Now let $R=\sqrt{1+2S/Z}$ be the root of the whole system. The whole has no penalty relative to itself, so $F(Z,S)=L_R(Z,S)$. Summing over fragments, with $r_i$ the root of fragment $i$, the linear parts add up to the same $L_R(Z,S)$, and

$$\sum_i F(z_i,s_i)-F(Z,S)=\sum_i z_iP(r_i,R).$$

The right side is non-negative. It is zero only if every $r_i=R$, which makes all ratios equal. Conversely, if $s_i=qz_i$ for all $i$, then $S=qZ$, so every $r_i=R$.

## Identical fragments and a numerical case

Identical fragments have equal ratios and show no error, so a test on two copies of one molecule does not reveal the problem. The following numbers are chosen for easy arithmetic and do not describe real fragments. For $(z_1,s_1)=(1,0)$ and $(z_2,s_2)=(1,4)$, the fragment values are $1$ and $1/2$, while the whole gives $4/(1+\sqrt5)\approx1.236$. The sum exceeds it by about $0.264$.

In a program, the error at infinite separation can be found without a calculation on the distant complex: add the fragments' $w$, $W$ and $D$, evaluate the formula once on the totals, and compare with the sum of the fragment energies. Using the evaluated total as the reference for the exchange–correlation part removes this offset from the binding curve, provided the ingredients do add.

## The Lean file

```lean
import Mathlib

open Finset

namespace SPLSizeConsistency

noncomputable section

/-- The square root `√(1 + 2s/z)` of the Seidl-Perdew-Levy interpolation. -/
def splRoot (z s : ℝ) : ℝ := √(1 + 2 * s / z)

/-- The interpolated energy above the strong-coupling limit, `2z / (1 + √(1 + 2s/z))`. -/
def splExcess (z s : ℝ) : ℝ := 2 * z / (1 + splRoot z s)

/-- The interpolated integrand at coupling `l`, built from the strong-coupling limit `w`, value `W`
at zero coupling and initial slope `D`. -/
def splIntegrand (w W D l : ℝ) : ℝ := w + (W - w) / splRoot (W - w) (l * (-D))

/-- The interpolated energy: the integrand averaged over coupling strengths from 0 to 1. -/
def splEnergy (w W D : ℝ) : ℝ := ∫ l in (0 : ℝ)..1, splIntegrand w W D l

/-- The penalty, per unit of `z`, for a fragment with root `r` in a system with root `R`. -/
def rootPenalty (r R : ℝ) : ℝ :=
  (r - R) ^ 2 * (1 + r + 2 * R) / ((1 + r) * (1 + R) ^ 2 * R)

/-- The root `r` is positive and satisfies `z (r² - 1) = 2s`. -/
theorem splRoot_spec {z s : ℝ} (hz : 0 < z) (hs : 0 ≤ s) :
    0 < splRoot z s ∧ z * (splRoot z s ^ 2 - 1) = 2 * s := by
  have h : 0 < 1 + 2 * s / z := by positivity
  refine ⟨Real.sqrt_pos.2 h, ?_⟩
  unfold splRoot
  rw [Real.sq_sqrt h.le]
  have e : z * (2 * s / z) = 2 * s := by field_simp
  linear_combination e

/-- Two systems have the same root exactly when they have the same ratio `s/z`. -/
theorem splRoot_eq_iff {z s Z S : ℝ} (hz : 0 < z) (hs : 0 ≤ s) (hZ : 0 < Z) (hS : 0 ≤ S) :
    splRoot z s = splRoot Z S ↔ s / z = S / Z := by
  constructor
  · intro h
    have h1 := (splRoot_spec hz hs).2
    have h2 := (splRoot_spec hZ hS).2
    rw [h] at h1
    rw [div_eq_div_iff hz.ne' hZ.ne']
    linear_combination (-Z / 2) * h1 + (z / 2) * h2
  · intro h
    unfold splRoot
    rw [mul_div_assoc, h, mul_div_assoc]

/-- For positive roots the penalty vanishes exactly when the roots coincide. -/
theorem rootPenalty_eq_zero_iff {r R : ℝ} (hr : 0 < r) (hR : 0 < R) :
    rootPenalty r R = 0 ↔ r = R := by
  constructor
  · intro h
    unfold rootPenalty at h
    have hd : 0 < (1 + r) * (1 + R) ^ 2 * R := by positivity
    rcases div_eq_zero_iff.1 h with h | h
    · rcases mul_eq_zero.1 h with h | h
      · exact sub_eq_zero.1 ((pow_eq_zero_iff two_ne_zero).1 h)
      · linarith
    · exact absurd h hd.ne'
  · rintro rfl
    simp [rootPenalty]

/-- For any reference root `R`, the excess energy is a linear function of `z` and `s`
plus `z` times the penalty. -/
theorem splExcess_eq_linear_add_penalty {z s R : ℝ} (hz : 0 < z) (hs : 0 ≤ s) (hR : 0 < R) :
    splExcess z s = z * (2 / (1 + R) + (R ^ 2 - 1) / ((1 + R) ^ 2 * R))
      + s * (-2 / ((1 + R) ^ 2 * R)) + z * rootPenalty (splRoot z s) R := by
  obtain ⟨hr, hrs⟩ := splRoot_spec hz hs
  unfold splExcess rootPenalty
  generalize splRoot z s = r at hr hrs ⊢
  have e : s = z * (r ^ 2 - 1) / 2 := by linarith
  have h1 : 1 + r ≠ 0 := by positivity
  have h2 : 1 + R ≠ 0 := by positivity
  rw [e]
  field_simp
  ring

/-- Exact size-consistency error: the sum of the fragments' excess energies exceeds the excess
energy at the summed arguments by the sum of the penalties weighted with `z`. -/
theorem size_consistency_error {ι : Type*} {t : Finset ι} (ht : t.Nonempty) {z s : ι → ℝ}
    (hz : ∀ i ∈ t, 0 < z i) (hs : ∀ i ∈ t, 0 ≤ s i) :
    ∑ i ∈ t, splExcess (z i) (s i) - splExcess (∑ i ∈ t, z i) (∑ i ∈ t, s i)
      = ∑ i ∈ t, z i * rootPenalty (splRoot (z i) (s i))
          (splRoot (∑ i ∈ t, z i) (∑ i ∈ t, s i)) := by
  have hZ := Finset.sum_pos hz ht
  have hS := Finset.sum_nonneg hs
  have hR := (splRoot_spec hZ hS).1
  -- the whole system has no penalty relative to itself
  have hT := splExcess_eq_linear_add_penalty hZ hS hR
  rw [(rootPenalty_eq_zero_iff hR hR).2 rfl] at hT
  -- the linear parts of the fragments add up to that of the whole
  have hF := Finset.sum_congr rfl
    (fun i hi => splExcess_eq_linear_add_penalty (hz i hi) (hs i hi) hR)
  rw [Finset.sum_add_distrib, Finset.sum_add_distrib, ← Finset.sum_mul, ← Finset.sum_mul] at hF
  linarith

/-- The excess energy of a collection of fragments is at most the sum of the fragment
values, with equality exactly when all fragments share the same ratio `s/z`. -/
theorem splExcess_sum_le {ι : Type*} {t : Finset ι} (ht : t.Nonempty) {z s : ι → ℝ}
    (hz : ∀ i ∈ t, 0 < z i) (hs : ∀ i ∈ t, 0 ≤ s i) :
    splExcess (∑ i ∈ t, z i) (∑ i ∈ t, s i) ≤ ∑ i ∈ t, splExcess (z i) (s i) ∧
    (splExcess (∑ i ∈ t, z i) (∑ i ∈ t, s i) = ∑ i ∈ t, splExcess (z i) (s i) ↔
      ∀ i ∈ t, ∀ j ∈ t, s i / z i = s j / z j) := by
  have herr := size_consistency_error ht hz hs
  have hZ := Finset.sum_pos hz ht
  have hS := Finset.sum_nonneg hs
  have hR := (splRoot_spec hZ hS).1
  have hnn : ∀ i ∈ t, 0 ≤ z i * rootPenalty (splRoot (z i) (s i))
      (splRoot (∑ i ∈ t, z i) (∑ i ∈ t, s i)) := by
    intro i hi
    have hr := (splRoot_spec (hz i hi) (hs i hi)).1
    have hzi := hz i hi
    unfold rootPenalty
    positivity
  have hsum := Finset.sum_nonneg hnn
  refine ⟨by linarith, ?_⟩
  -- equality means that every single penalty vanishes
  have h0 : splExcess (∑ i ∈ t, z i) (∑ i ∈ t, s i) = ∑ i ∈ t, splExcess (z i) (s i) ↔
      ∑ i ∈ t, z i * rootPenalty (splRoot (z i) (s i))
        (splRoot (∑ i ∈ t, z i) (∑ i ∈ t, s i)) = 0 :=
    ⟨fun h => by linarith, fun h => by linarith⟩
  rw [h0, Finset.sum_eq_zero_iff_of_nonneg hnn]
  constructor
  · intro h i hi j hj
    have key : ∀ k ∈ t, splRoot (z k) (s k) = splRoot (∑ i ∈ t, z i) (∑ i ∈ t, s i) :=
      fun k hk => (rootPenalty_eq_zero_iff (splRoot_spec (hz k hk) (hs k hk)).1 hR).1
        ((mul_eq_zero.1 (h k hk)).resolve_left (hz k hk).ne')
    exact (splRoot_eq_iff (hz i hi) (hs i hi) (hz j hj) (hs j hj)).1
      ((key i hi).trans (key j hj).symm)
  · intro h i hi
    have hq : s i / z i = (∑ i ∈ t, s i) / (∑ i ∈ t, z i) := by
      rw [div_eq_div_iff (hz i hi).ne' hZ.ne', Finset.mul_sum, Finset.sum_mul]
      exact Finset.sum_congr rfl fun j hj =>
        (div_eq_div_iff (hz i hi).ne' (hz j hj).ne').1 (h i hi j hj)
    exact mul_eq_zero_of_right _
      ((rootPenalty_eq_zero_iff (splRoot_spec (hz i hi) (hs i hi)).1 hR).2
        ((splRoot_eq_iff (hz i hi) (hs i hi) hZ hS).2 hq))

/-- Two fragments: the excess energy is subadditive, with equality exactly when
`s₁/z₁ = s₂/z₂`. -/
theorem splExcess_add_le {z₁ z₂ s₁ s₂ : ℝ} (hz₁ : 0 < z₁) (hz₂ : 0 < z₂)
    (hs₁ : 0 ≤ s₁) (hs₂ : 0 ≤ s₂) :
    splExcess (z₁ + z₂) (s₁ + s₂) ≤ splExcess z₁ s₁ + splExcess z₂ s₂ ∧
    (splExcess (z₁ + z₂) (s₁ + s₂) = splExcess z₁ s₁ + splExcess z₂ s₂ ↔
      s₁ / z₁ = s₂ / z₂) := by
  have hz : ∀ i ∈ (univ : Finset (Fin 2)), 0 < (![z₁, z₂] : Fin 2 → ℝ) i := by
    intro i _
    fin_cases i
    exacts [hz₁, hz₂]
  have hs : ∀ i ∈ (univ : Finset (Fin 2)), 0 ≤ (![s₁, s₂] : Fin 2 → ℝ) i := by
    intro i _
    fin_cases i
    exacts [hs₁, hs₂]
  obtain ⟨h1, h2⟩ := splExcess_sum_le univ_nonempty hz hs
  simp only [Fin.sum_univ_two] at h1 h2
  refine ⟨h1, h2.trans ⟨fun h => h 0 (mem_univ _) 1 (mem_univ _), fun h i _ j _ => ?_⟩⟩
  fin_cases i <;> fin_cases j
  exacts [rfl, h, h.symm, rfl]

/-- The coupling-constant integral equals the strong-coupling limit plus the excess energy. -/
theorem splEnergy_eq {w W D : ℝ} (hW : w < W) (hD : D ≤ 0) :
    splEnergy w W D = w + splExcess (W - w) (-D) := by
  unfold splEnergy splIntegrand
  have hz : 0 < W - w := sub_pos.2 hW
  have hs : 0 ≤ -D := neg_nonneg.2 hD
  generalize W - w = z at hz ⊢
  generalize -D = s at hs ⊢
  rcases hs.eq_or_lt with rfl | hs
  · norm_num [splExcess, splRoot]
  have hne : ∀ l ∈ Set.uIcc (0 : ℝ) 1, 0 < 1 + 2 * (l * s) / z := by
    intro l hl
    rw [Set.uIcc_of_le zero_le_one] at hl
    have := hl.1
    positivity
  have key : ∀ r : ℝ, r ≠ 0 → z ^ 2 / s * (2 * s / z / (2 * r)) = z / r := by
    intro r hr
    field_simp
  -- an explicit antiderivative in the coupling strength
  have hder : ∀ l ∈ Set.uIcc (0 : ℝ) 1,
      HasDerivAt (fun l : ℝ => w * l + z ^ 2 / s * √(1 + 2 * (l * s) / z))
        (w + z / √(1 + 2 * (l * s) / z)) l := by
    intro l hl
    have h1 : HasDerivAt (fun l : ℝ => 1 + 2 * (l * s) / z) (2 * s / z) l := by
      have e : (fun l : ℝ => 1 + 2 * (l * s) / z) = fun l => 2 * s / z * l + 1 := by
        funext x
        ring
      rw [e]
      exact (((hasDerivAt_id' l).const_mul (2 * s / z)).add_const 1).congr_deriv (by ring)
    have h3 : HasDerivAt (fun l : ℝ => w * l + z ^ 2 / s * √(1 + 2 * (l * s) / z))
        (w * 1 + z ^ 2 / s * (2 * s / z / (2 * √(1 + 2 * (l * s) / z)))) l :=
      ((hasDerivAt_id' l).const_mul w).fun_add
        ((h1.sqrt (hne l hl).ne').const_mul (z ^ 2 / s))
    rwa [mul_one, key _ (Real.sqrt_pos.2 (hne l hl)).ne'] at h3
  have hcont : ContinuousOn (fun l : ℝ => w + z / √(1 + 2 * (l * s) / z))
      (Set.uIcc (0 : ℝ) 1) :=
    continuousOn_const.add (continuousOn_const.div
      (Continuous.continuousOn (by fun_prop)) fun l hl => (Real.sqrt_pos.2 (hne l hl)).ne')
  refine (intervalIntegral.integral_eq_sub_of_hasDerivAt hder hcont.intervalIntegrable).trans ?_
  change w * 1 + z ^ 2 / s * √(1 + 2 * (1 * s) / z)
    - (w * 0 + z ^ 2 / s * √(1 + 2 * (0 * s) / z)) = w + 2 * z / (1 + splRoot z s)
  have e0 : √(1 + 2 * (0 * s) / z) = 1 := by simp
  have e1 : √(1 + 2 * (1 * s) / z) = splRoot z s := by rw [one_mul, splRoot]
  obtain ⟨hr, hrs⟩ := splRoot_spec hz hs.le
  rw [e0, e1]
  have h : z ^ 2 / s * (splRoot z s - 1) = 2 * z / (1 + splRoot z s) := by
    rw [div_mul_eq_mul_div, div_eq_div_iff hs.ne' (by positivity)]
    linear_combination z * hrs
  linear_combination h

/-- When the limits, zero-coupling values and slopes of two fragments add, the interpolated
energy lies strictly below the sum of the fragment energies exactly when the ratios of slope
to `W - w` differ. -/
theorem splEnergy_add_lt_iff {w₁ W₁ D₁ w₂ W₂ D₂ : ℝ} (h₁ : w₁ < W₁) (h₂ : w₂ < W₂)
    (hD₁ : D₁ ≤ 0) (hD₂ : D₂ ≤ 0) :
    splEnergy (w₁ + w₂) (W₁ + W₂) (D₁ + D₂) < splEnergy w₁ W₁ D₁ + splEnergy w₂ W₂ D₂ ↔
      D₁ / (W₁ - w₁) ≠ D₂ / (W₂ - w₂) := by
  rw [splEnergy_eq h₁ hD₁, splEnergy_eq h₂ hD₂,
    splEnergy_eq (add_lt_add h₁ h₂) (add_nonpos hD₁ hD₂),
    show W₁ + W₂ - (w₁ + w₂) = (W₁ - w₁) + (W₂ - w₂) by ring,
    show -(D₁ + D₂) = -D₁ + -D₂ by ring]
  obtain ⟨hle, heq⟩ := splExcess_add_le (sub_pos.2 h₁) (sub_pos.2 h₂)
    (neg_nonneg.2 hD₁) (neg_nonneg.2 hD₂)
  constructor
  · intro h e
    have := heq.2 (by rw [neg_div, neg_div, e])
    linarith
  · intro h
    have hlt := lt_of_le_of_ne hle (fun e => h (by
      have h' := heq.1 e
      rwa [neg_div, neg_div, neg_inj] at h'))
    linarith

end

end SPLSizeConsistency
```

```lean
#print axioms SPLSizeConsistency.splEnergy_add_lt_iff
-- 'SPLSizeConsistency.splEnergy_add_lt_iff' depends on axioms: [propext, Classical.choice, Quot.sound]
```

## Reading the definitions and hypotheses

All quantities are real numbers. `splRoot`, `splExcess` and `rootPenalty` are $r$, $F$ and $P$; `splIntegrand` is $W_\lambda$, with `l` for $\lambda$, and `splEnergy` is its integral. A family of fragments is a finite set `t` with functions `z` and `s` on its index type.

Separation enters `splEnergy_add_lt_iff` only through the arguments `w₁ + w₂`, `W₁ + W₂` and `D₁ + D₂`. This additivity is assumed, not derived from densities or orbitals, and it can fail for fragments with degenerate ground states. The file contains no Hamiltonian and does not address how accurate the interpolation is.

## How the proof follows the algebra

`splRoot_spec` supplies $r>0$ and $z(r^2-1)=2s$. `splRoot_eq_iff` turns equal roots into equal ratios and back, and `rootPenalty_eq_zero_iff` identifies the zero of the penalty.

In `splExcess_eq_linear_add_penalty`, the root is replaced by a plain variable and $s$ is eliminated. What remains is the rational identity above, which `field_simp` and `ring` settle. `size_consistency_error` applies it to the whole and to each fragment, then sums.

`splExcess_sum_le` reads the inequality from the non-negative penalties. For equality it uses that a sum of non-negative terms vanishes only if each term does. `splExcess_add_le` specialises this to a two-element index set.

`splEnergy_eq` treats $s=0$ separately. For $s>0$ it differentiates the explicit antiderivative $w\lambda+(z^2/s)\sqrt{1+2\lambda s/z}$ and applies the fundamental theorem of calculus. `splEnergy_add_lt_iff` then rewrites all three energies as excess energies; the limits $w_1$ and $w_2$ cancel, and "at most, but not equal" becomes the strict inequality.
